# The MEAM quadrupole term is never negative and vanishes exactly when the weighted second-moment tensor of the bond directions is isotropic

If the quadrupole term of the modified embedded-atom method (MEAM) could go negative, the partial density $\rho^{(2)}$, whose square it is supposed to be, would be imaginary for some arrangements of atoms. I can't see what prevents this. Written over pairs of neighbours, the term adds up $\cos^2\theta_{jk}-\tfrac13$, where $\theta_{jk}$ is the angle between bonds $j$ and $k$, and every pair of perpendicular bonds contributes a negative amount. Why can't an environment with many such pairs win? And if the sum is exactly zero, does that tell me that the site is cubic?

## The pair sum is a sum of squares

The negative pairs can't win, because each neighbour is also paired with itself, and the whole sum is the squared size of a traceless tensor. A zero says that a second-moment tensor is isotropic, which is weaker than cubic symmetry: the twelve nearest neighbours in ideal hcp, equally weighted, also give zero.

Let the neighbours $j$ have unit bond directions $u_j\in\mathbb R^d$, $d\ge 1$, and real weights $w_j$. In MEAM, $d=3$ and $w_j$ is the atomic density that neighbour $j$ contributes to the quadrupole term at its distance. It can decay at a different rate from the atomic density in the spherical term, so the sum $S$ below is in general not the spherical density. Define
$$D=\sum_{j,k} w_jw_k\Big((u_j\cdot u_k)^2-\frac1d\Big),\qquad M_{ab}=\sum_j w_j\,u_{ja}u_{jb},\qquad S=\sum_j w_j,$$
where $a,b$ are Cartesian indices. The constant $1/d$ is the average of $\cos^2\theta$ over all directions, so subtracting it removes the part of the density that carries no angular information.

Since $\sum_a u_{ja}^2=1$, the trace is $\operatorname{tr}M=S$. Exchanging the order of summation gives
$$\sum_{a,b}M_{ab}^2=\sum_{j,k}w_jw_k\Big(\sum_a u_{ja}u_{ka}\Big)\Big(\sum_b u_{jb}u_{kb}\Big)=\sum_{j,k}w_jw_k(u_j\cdot u_k)^2 .$$
Also $\sum_{j,k}w_jw_k/d=S^2/d$, so
$$D=\sum_{a,b}M_{ab}^2-\frac{S^2}{d}.$$
Now remove the isotropic part: $Q=M-\frac{\operatorname{tr}M}{d}\,I$, with $I$ the identity matrix. Then
$$\sum_{a,b}Q_{ab}^2=\sum_{a,b}M_{ab}^2-2\,\frac Sd\,\operatorname{tr}M+d\,\frac{S^2}{d^2}=\sum_{a,b}M_{ab}^2-\frac{S^2}{d}=D .$$
Hence $D\ge0$. If $D=0$, every $Q_{ab}$ vanishes and $M=(S/d)I$. Conversely, if $M=cI$, then $\operatorname{tr}M=cd$ and $Q=0$, so $D=0$.

## Too few neighbours to be isotropic

Suppose there are fewer than $d$ neighbours and $S\neq0$. The equations $u_j\cdot x=0$ are fewer than the unknowns, so some $x\neq0$ solves them all, and $Mx=\sum_j w_ju_j(u_j\cdot x)=0$. If $D$ were zero, $M=cI$ would give $cx=0$, hence $c=0$ and $S=\operatorname{tr}M=0$, a contradiction. So $D>0$. In three dimensions, one or two neighbours with nonzero total weight always leave a quadrupole term.

With $d$ neighbours it can vanish: equal weights $c$ along the coordinate axes give $M=cI$. The condition on $S$ matters too, since two neighbours in the same direction with opposite weights give $M=0$.

## The sum inside a MEAM energy evaluation

A program loops once over the neighbours of an atom and accumulates $S$ and the six distinct components of $M$. It then forms
$$(\rho^{(2)})^2=M_{xx}^2+M_{yy}^2+M_{zz}^2+2\,(M_{xy}^2+M_{xz}^2+M_{yz}^2)-\tfrac13S^2,$$
so once the weights are known, this term needs no double loop over neighbours. The result is multiplied by a fitted coefficient and added to the other angular terms, which together modify the spherical density that enters the embedding energy.

For two perpendicular bonds of weight 1, $M$ has diagonal $(1,1,0)$ and the term is $2-\tfrac43=\tfrac23$. In the pair sum, the two self-pairs give $\tfrac43$ and the two perpendicular pairs give $-\tfrac23$. A third perpendicular bond brings the total to $3-3=0$: the negative pairs have caught up, and they get no further.

## What the Lean statements say

The neighbours form a finite type `ι`, possibly empty. A direction is a function `Fin d → ℝ`, and its unit length is the hypothesis `hu`, stated with the dot product `⬝ᵥ`. The instance `NeZero d` means $d\ge1$. The definitions `quadrupoleDensity`, `bondTensor` and `quadrupoleTensor` are $D$, $M$ and $Q$. Two names differ from common use: `quadrupoleDensity` is the square $(\rho^{(2)})^2$ of the MEAM literature, and `quadrupoleTensor` is built from bond directions, not from a charge distribution.

The main theorem, `quadrupoleDensity_nonneg_and_eq_zero_iff`, states that $D\ge0$ and that $D=0$ exactly when $M=cI$ for some real $c$. The weights may have any sign. The theorem `quadrupoleDensity_pos_of_few_neighbours` gives strict positivity for fewer than $d$ neighbours with $S\ne0$, and `quadrupoleDensity_axes` gives the vanishing case with $d$ neighbours.

The weights are given numbers here. To apply the result to a potential, one has to identify $w_j$ with the neighbour's actual density contribution, including any screening, and use the same value in both terms of the Cartesian formula. For molecular dynamics with MEAM, the result then makes $\rho^{(2)}$ real in every configuration with well-defined bond directions, but it concerns this one term only: the fitted coefficient in front may be negative, and the sign of the combined density is a separate matter.

```lean
import Mathlib

open Matrix

namespace MEAMQuadrupole

noncomputable section

variable {ι : Type*} [Fintype ι] {d : ℕ}

/-- The quadrupole density of neighbours with weights `w j` and bond directions `u j` in
dimension `d ≥ 1`, written as a sum over pairs of neighbours. -/
def quadrupoleDensity (w : ι → ℝ) (u : ι → Fin d → ℝ) : ℝ :=
  ∑ j, ∑ k, w j * w k * ((u j ⬝ᵥ u k) ^ 2 - 1 / (d : ℝ))

/-- The second-moment tensor of the bond directions, the weighted sum of the outer products
of each `u j` with itself. -/
def bondTensor (w : ι → ℝ) (u : ι → Fin d → ℝ) : Matrix (Fin d) (Fin d) ℝ :=
  ∑ j, w j • vecMulVec (u j) (u j)

/-- The quadrupole tensor in dimension `d ≥ 1`: the second-moment tensor minus its
isotropic part. -/
def quadrupoleTensor (w : ι → ℝ) (u : ι → Fin d → ℝ) : Matrix (Fin d) (Fin d) ℝ :=
  bondTensor w u - ((bondTensor w u).trace / (d : ℝ)) • (1 : Matrix (Fin d) (Fin d) ℝ)

/-- The Cartesian components of the second-moment tensor. -/
theorem bondTensor_apply (w : ι → ℝ) (u : ι → Fin d → ℝ) (a b : Fin d) :
    bondTensor w u a b = ∑ j, w j * (u j a * u j b) := by
  simp [bondTensor, Matrix.sum_apply, vecMulVec_apply]

/-- For unit bond directions the trace of the second-moment tensor is the total weight. -/
theorem trace_bondTensor (w : ι → ℝ) (u : ι → Fin d → ℝ) (hu : ∀ j, u j ⬝ᵥ u j = 1) :
    (bondTensor w u).trace = ∑ j, w j := by
  simp only [Matrix.trace, Matrix.diag_apply, bondTensor_apply]
  rw [Finset.sum_comm]
  refine Finset.sum_congr rfl fun j _ => ?_
  have h : ∑ a, u j a * u j a = 1 := hu j
  rw [← Finset.mul_sum, h, mul_one]

/-- The sum of the squared components of the second-moment tensor is the weighted pair sum
of the squared inner products of the bond directions. -/
theorem sum_sq_bondTensor (w : ι → ℝ) (u : ι → Fin d → ℝ) :
    ∑ a, ∑ b, (bondTensor w u a b) ^ 2 = ∑ j, ∑ k, w j * w k * (u j ⬝ᵥ u k) ^ 2 := by
  -- a sum over neighbours can be moved in front of the sums over Cartesian indices
  have swap : ∀ f : Fin d → Fin d → ι → ℝ,
      ∑ a, ∑ b, ∑ j, f a b j = ∑ j, ∑ a, ∑ b, f a b j := by
    intro f
    calc ∑ a, ∑ b, ∑ j, f a b j = ∑ a, ∑ j, ∑ b, f a b j :=
          Finset.sum_congr rfl fun a _ => Finset.sum_comm
      _ = ∑ j, ∑ a, ∑ b, f a b j := Finset.sum_comm
  calc ∑ a, ∑ b, (bondTensor w u a b) ^ 2
      = ∑ a, ∑ b, ∑ j, ∑ k, w j * (u j a * u j b) * (w k * (u k a * u k b)) := by
        simp only [bondTensor_apply, sq, Finset.sum_mul_sum]
    _ = ∑ j, ∑ a, ∑ b, ∑ k, w j * (u j a * u j b) * (w k * (u k a * u k b)) :=
        swap fun a b j => ∑ k, w j * (u j a * u j b) * (w k * (u k a * u k b))
    _ = ∑ j, ∑ k, ∑ a, ∑ b, w j * (u j a * u j b) * (w k * (u k a * u k b)) :=
        Finset.sum_congr rfl fun j _ =>
          swap fun a b k => w j * (u j a * u j b) * (w k * (u k a * u k b))
    _ = ∑ j, ∑ k, w j * w k * (u j ⬝ᵥ u k) ^ 2 := by
        refine Finset.sum_congr rfl fun j _ => Finset.sum_congr rfl fun k _ => ?_
        rw [sq, dotProduct, Finset.sum_mul_sum, Finset.mul_sum]
        refine Finset.sum_congr rfl fun a _ => ?_
        rw [Finset.mul_sum]
        refine Finset.sum_congr rfl fun b _ => ?_
        ring

/-- The Cartesian MEAM form of the quadrupole density: the sum of the squared second moments
minus the squared total weight divided by the dimension. -/
theorem quadrupoleDensity_eq_cartesian (w : ι → ℝ) (u : ι → Fin d → ℝ) :
    quadrupoleDensity w u =
      ∑ a, ∑ b, (∑ j, w j * (u j a * u j b)) ^ 2 - (∑ j, w j) ^ 2 / (d : ℝ) := by
  have h := sum_sq_bondTensor w u
  simp only [bondTensor_apply] at h
  have h2 : ∑ j, ∑ k, w j * w k * (1 / (d : ℝ)) = (∑ j, w j) ^ 2 / (d : ℝ) := by
    simp only [← Finset.sum_mul]
    rw [sq, Finset.sum_mul_sum]
    ring
  rw [h, ← h2]
  simp only [quadrupoleDensity, mul_sub, Finset.sum_sub_distrib]

/-- For unit bond directions in dimension `d ≥ 1`, the quadrupole density is the sum of the
squared components of the quadrupole tensor. -/
theorem quadrupoleDensity_eq_sum_sq [NeZero d] (w : ι → ℝ) (u : ι → Fin d → ℝ)
    (hu : ∀ j, u j ⬝ᵥ u j = 1) :
    quadrupoleDensity w u = ∑ a, ∑ b, (quadrupoleTensor w u a b) ^ 2 := by
  -- expand the sum of the squared entries of a matrix minus a multiple of the identity
  have key : ∀ (M : Matrix (Fin d) (Fin d) ℝ) (t : ℝ),
      ∑ a, ∑ b, ((M - t • (1 : Matrix (Fin d) (Fin d) ℝ)) a b) ^ 2
        = ∑ a, ∑ b, (M a b) ^ 2 + ((d : ℝ) * t ^ 2 - 2 * t * M.trace) := by
    intro M t
    have h : ∀ a b, ((M - t • (1 : Matrix (Fin d) (Fin d) ℝ)) a b) ^ 2
        = (M a b) ^ 2 + if a = b then t ^ 2 - 2 * t * M a b else 0 := by
      intro a b
      simp only [Matrix.sub_apply, Matrix.smul_apply, Matrix.one_apply, smul_eq_mul]
      split_ifs <;> ring
    simp only [h, Finset.sum_add_distrib, Finset.sum_ite_eq, Finset.mem_univ, if_true,
      Finset.sum_sub_distrib, Finset.sum_const, Finset.card_univ, Fintype.card_fin,
      nsmul_eq_mul, ← Finset.mul_sum, Matrix.trace, Matrix.diag_apply]
  have hd : (d : ℝ) ≠ 0 := Nat.cast_ne_zero.mpr (NeZero.ne d)
  have hS : (d : ℝ) * ((∑ j, w j) / (d : ℝ)) = ∑ j, w j := mul_div_cancel₀ _ hd
  rw [quadrupoleTensor, key, trace_bondTensor w u hu, quadrupoleDensity_eq_cartesian]
  simp only [bondTensor_apply]
  linear_combination (-((∑ j, w j) / (d : ℝ))) * hS

/-- For unit bond directions in dimension `d ≥ 1` and real weights, the quadrupole density is
nonnegative, and it vanishes exactly when the second-moment tensor is a multiple of the
identity. -/
theorem quadrupoleDensity_nonneg_and_eq_zero_iff [NeZero d] (w : ι → ℝ)
    (u : ι → Fin d → ℝ) (hu : ∀ j, u j ⬝ᵥ u j = 1) :
    0 ≤ quadrupoleDensity w u ∧
      (quadrupoleDensity w u = 0 ↔
        ∃ c : ℝ, bondTensor w u = c • (1 : Matrix (Fin d) (Fin d) ℝ)) := by
  have hd : (d : ℝ) ≠ 0 := Nat.cast_ne_zero.mpr (NeZero.ne d)
  have hrow : ∀ a, 0 ≤ ∑ b, (quadrupoleTensor w u a b) ^ 2 :=
    fun a => Finset.sum_nonneg fun b _ => sq_nonneg _
  rw [quadrupoleDensity_eq_sum_sq w u hu]
  refine ⟨Finset.sum_nonneg fun a _ => hrow a, fun h => ?_, ?_⟩
  · -- a vanishing sum of squares forces every component of the quadrupole tensor to vanish
    refine ⟨(bondTensor w u).trace / (d : ℝ), sub_eq_zero.mp ?_⟩
    ext a b
    have ha := (Finset.sum_eq_zero_iff_of_nonneg fun a _ => hrow a).1 h a (Finset.mem_univ a)
    have hb := (Finset.sum_eq_zero_iff_of_nonneg fun b _ => sq_nonneg _).1 ha b
      (Finset.mem_univ b)
    exact pow_eq_zero_iff (two_ne_zero) |>.1 hb
  · rintro ⟨c, hc⟩
    have hQ : quadrupoleTensor w u = 0 := by
      rw [quadrupoleTensor, hc, Matrix.trace_smul, Matrix.trace_one, Fintype.card_fin,
        smul_eq_mul, mul_div_cancel_right₀ _ hd, sub_self]
    simp [hQ]

/-- With fewer than `d` neighbours, unit bond directions and a nonzero total weight, the
quadrupole density is strictly positive. -/
theorem quadrupoleDensity_pos_of_few_neighbours (w : ι → ℝ) (u : ι → Fin d → ℝ)
    (hu : ∀ j, u j ⬝ᵥ u j = 1) (hcard : Fintype.card ι < d) (hw : ∑ j, w j ≠ 0) :
    0 < quadrupoleDensity w u := by
  have : NeZero d := ⟨by omega⟩
  obtain ⟨hnn, hiff⟩ := quadrupoleDensity_nonneg_and_eq_zero_iff w u hu
  refine lt_of_le_of_ne hnn fun h => hw ?_
  obtain ⟨c, hc⟩ := hiff.1 h.symm
  -- some nonzero vector is orthogonal to all bonds
  have hker : LinearMap.ker (Matrix.of u).mulVecLin ≠ ⊥ :=
    LinearMap.ker_ne_bot_of_finrank_lt (by simpa using hcard)
  obtain ⟨x, hx, hx0⟩ := Submodule.exists_mem_ne_zero_of_ne_bot hker
  have hux : ∀ j, ∑ b, u j b * x b = 0 := fun j => congrFun (LinearMap.mem_ker.1 hx) j
  obtain ⟨a, ha⟩ := Function.ne_iff.1 hx0
  have h1 : ∑ b, bondTensor w u a b * x b = 0 := by
    simp only [bondTensor_apply, Finset.sum_mul]
    rw [Finset.sum_comm]
    refine Finset.sum_eq_zero fun j _ => ?_
    calc ∑ b, w j * (u j a * u j b) * x b = w j * u j a * ∑ b, u j b * x b := by
          rw [Finset.mul_sum]
          exact Finset.sum_congr rfl fun b _ => by ring
      _ = 0 := by rw [hux j, mul_zero]
  -- so an isotropic second-moment tensor has to be zero
  have h2 : c * x a = 0 := by
    simpa [hc, Matrix.one_apply] using h1
  have hc0 : c = 0 := (mul_eq_zero.1 h2).resolve_right ha
  rw [← trace_bondTensor w u hu, hc, hc0, zero_smul, Matrix.trace_zero]

/-- In dimension `d ≥ 1`, `d` neighbours of equal weight along the coordinate axes have zero
quadrupole density. -/
theorem quadrupoleDensity_axes [NeZero d] (c : ℝ) :
    quadrupoleDensity (fun _ : Fin d => c) (fun j => (Pi.single j 1 : Fin d → ℝ)) = 0 := by
  refine (quadrupoleDensity_nonneg_and_eq_zero_iff _ _ fun j => by simp).2.2 ⟨c, ?_⟩
  ext a b
  rw [bondTensor_apply]
  by_cases h : a = b
  · subst h
    simp [Pi.single_apply]
  · simp [Pi.single_apply, h]

end

end MEAMQuadrupole
```

```lean
#print axioms MEAMQuadrupole.quadrupoleDensity_nonneg_and_eq_zero_iff
#print axioms MEAMQuadrupole.quadrupoleDensity_pos_of_few_neighbours
#print axioms MEAMQuadrupole.quadrupoleDensity_axes
```

```
'MEAMQuadrupole.quadrupoleDensity_nonneg_and_eq_zero_iff' depends on axioms: [propext, Classical.choice, Quot.sound]
'MEAMQuadrupole.quadrupoleDensity_pos_of_few_neighbours' depends on axioms: [propext, Classical.choice, Quot.sound]
'MEAMQuadrupole.quadrupoleDensity_axes' depends on axioms: [propext, Classical.choice, Quot.sound]
```

## From the trace to the strict inequality

`bondTensor_apply` writes out the components $M_{ab}$, and `trace_bondTensor` exchanges two sums and uses `hu` to get $\operatorname{tr}M=S$.

In `sum_sq_bondTensor`, the auxiliary statement `swap` moves a sum over neighbours in front of the two Cartesian sums. It is applied once for $j$ and once for $k$, after which the Cartesian sums factor into the square of $u_j\cdot u_k$. `quadrupoleDensity_eq_cartesian` combines this with $\sum_{j,k}w_jw_k/d=S^2/d$. Unit length isn't used there; it enters through the trace.

Completing the square is the work of `quadrupoleDensity_eq_sum_sq`. Its statement `key` expands $\sum_{a,b}(M-tI)_{ab}^2$ for any matrix $M$ and number $t$, treating diagonal and off-diagonal entries separately. With $t=S/d$, the closing `linear_combination` needs only $d\cdot(S/d)=S$, which is where $d\ge1$ comes in.

In the main theorem, nonnegativity is that of a sum of squares. For the vanishing case, `Finset.sum_eq_zero_iff_of_nonneg` is used twice, first to make each row sum of $Q_{ab}^2$ zero and then each entry. The converse computes the trace of $cI$ and finds $Q=0$.

For few neighbours, `LinearMap.ker_ne_bot_of_finrank_lt` supplies the vector $x$, as a nonzero element of the kernel of the matrix whose rows are the $u_j$. The proof picks a component with $x_a\neq0$. Then `h1` is $(Mx)_a=0$, `h2` is $cx_a=0$, and $c=0$ contradicts $S\neq0$ through the trace. The example on the axes follows from the main theorem once $M=cI$ has been checked entry by entry.
